# A power-law Dirac-Coulomb spinor at a point nucleus has s² = κ² − z²

Let P/r and Q/r be the radial factors of the large and small components of the Dirac spinor of an electron in the field of a point nucleus, and write P = r^s p and Q = r^s q with a real exponent s. Suppose that p and q tend to finite amplitudes p0 and q0 as r → 0, not both zero. Then

s² = κ² − z²,

(s + κ) p0 = z q0.

Here κ is the angular quantum number and z is the strength of the potential −z/r. In units with ħ = c = 1, z is the nuclear charge number times the fine-structure constant. For κ = 1 and z ≠ 0 it follows that s < 1. For κ = −2, |z| < 1 and s > 0 it follows that s > √3.

These two values of κ belong to p1/2 and p3/2, which share the orbital quantum number l = 1. For one electron and a point nucleus, the result shows what a Gaussian basis has to approximate near the origin: a large-component Gaussian with l = 1 gives a P that starts as r² in both cases, while the exact exponents differ from 2 and from each other whenever 0 < |z| < 1.

In Lean 4 with Mathlib:

```lean
import Mathlib

open Filter Topology Set

namespace DiracCoulombOrigin
```

## The radial equations

With mass m and energy E, which includes the rest energy, the radial equations on 0 < r < d are

P' = −(κ/r) P + (E + m + z/r) Q,

Q' = (κ/r) Q − (E − m + z/r) P.

The predicate `RadialDiracCoulomb` says exactly this. For each r in the open interval `Ioo 0 d`, `HasDerivAt` states that the component is differentiable at r and that its derivative is the right-hand side. The signs fix the convention for κ, in which κ = −1 is s1/2, κ = 1 is p1/2 and κ = −2 is p3/2.

All parameters are real numbers. Physical values of κ are nonzero integers. The results about the exponent and the amplitudes do not use this; only the explicit solution at the end assumes κ ≠ 0. Nor is there a condition at large r, so E may be a bound-state energy, a continuum energy or any other real number.

```lean
/-- The radial Dirac-Coulomb equations on `0 < r < d` for mass `m`, energy `E`, potential `-z/r`
and angular quantum number `κ`, in units with `ħ = c = 1`. -/
def RadialDiracCoulomb (m E z κ d : ℝ) (P Q : ℝ → ℝ) : Prop :=
  ∀ r ∈ Ioo 0 d,
    HasDerivAt P (-κ / r * P r + (E + m + z / r) * Q r) r ∧
    HasDerivAt Q (κ / r * Q r - (E - m + z / r) * P r) r
```

## Finite amplitudes at the nucleus

The structure `PowerLawSolution` collects the assumptions: d is positive, r^s p and r^s q solve the equations, p → p0 and q → q0 as r → 0 from the right, and at least one amplitude is nonzero. The one-sided limit is written `𝓝[>] 0`. The last condition gives s its meaning as the leading exponent, because without it a power of r could be moved from the prefactor into p and q.

No derivative of p or q at the origin is required, and their values at r = 0 play no part. The power-law form itself is assumed and not derived from the differential equations. Solutions whose leading term contains a logarithm or has a complex exponent are therefore not described, and neither is a nucleus of finite size, whose potential has no 1/r singularity.

```lean
/-- A solution `P = r^s p`, `Q = r^s q` of the radial equations, where `p` and `q` tend to
finite amplitudes `p0` and `q0` at the nucleus that are not both zero. -/
structure PowerLawSolution (m E z κ s d : ℝ) (p q : ℝ → ℝ) (p0 q0 : ℝ) : Prop where
  pos : 0 < d
  eqs : RadialDiracCoulomb m E z κ d (fun r => r ^ s * p r) (fun r => r ^ s * q r)
  large : Tendsto p (𝓝[>] 0) (𝓝 p0)
  small : Tendsto q (𝓝[>] 0) (𝓝 q0)
  nonzero : p0 ≠ 0 ∨ q0 ≠ 0
```

## Why r f' vanishes at the origin

The balance of the 1/r terms needs one fact from analysis. Let f → a as r → 0, and let r f'(r) → L. Consider the quotient r f(r)/r. Numerator and denominator both tend to zero, so l'Hôpital's rule gives

lim r f(r)/r = lim (f(r) + r f'(r))/1 = a + L.

The quotient is also just f(r), which tends to a. Hence a + L = a and L = 0.

That r f' has a limit at all is a hypothesis here; the radial equation will supply it later. In the proof, `key` is the limit from l'Hôpital's rule and `key2` is the limit from cancelling r. Uniqueness of limits then equates the two.

```lean
/-- If a function has a finite limit at the nucleus and `r f'(r)` has a limit there,
the latter limit is zero. -/
theorem limit_mul_deriv_eq_zero {f f' : ℝ → ℝ} {d a L : ℝ} (hd : 0 < d)
    (hf : ∀ r ∈ Ioo 0 d, HasDerivAt f (f' r) r)
    (ha : Tendsto f (𝓝[>] 0) (𝓝 a))
    (hL : Tendsto (fun r => r * f' r) (𝓝[>] 0) (𝓝 L)) : L = 0 := by
  have hid : Tendsto (fun r : ℝ => r) (𝓝[>] 0) (𝓝 0) :=
    tendsto_id.mono_left nhdsWithin_le_nhds
  -- l'Hôpital's rule for the quotient `r f(r) / r`
  have key : Tendsto (fun r => r * f r / r) (𝓝[>] 0) (𝓝 (a + L)) := by
    refine HasDerivAt.lhopital_zero_right_on_Ioo (f' := fun r => f r + r * f' r)
      (g' := fun _ => 1) hd ?_ ?_ ?_ ?_ hid ?_
    · intro r hr
      exact ((hasDerivAt_id' r).fun_mul (hf r hr)).congr_deriv (by ring)
    · intro r _
      exact hasDerivAt_id' r
    · intro r _
      exact one_ne_zero
    · simpa using hid.mul ha
    · simpa using ha.add hL
  have key2 : Tendsto (fun r => r * f r / r) (𝓝[>] 0) (𝓝 a) := by
    refine ha.congr' ?_
    filter_upwards [self_mem_nhdsWithin] with r hr
    exact (mul_div_cancel_left₀ (f r) (mem_Ioi.mp hr).ne').symm
  have := tendsto_nhds_unique key key2
  linarith
```

## Taking out the factor r^s

Suppose r^s f has derivative D at some r > 0. Since f = r^(−s) (r^s f), the product rule gives

f' = r^(−s) D − s r^(−s−1) r^s f = r^(−s) D − (s/r) f.

The lemma thus obtains the differentiability of f as well as its derivative. The rewriting of f holds for positive arguments, so the proof uses it in a neighbourhood of r, which is all that a derivative depends on. The equation `e` is the identity r^(−s−1) r^s = 1/r.

```lean
/-- Removing a factor `r^s` from a differentiable radial function at `r > 0`. -/
theorem hasDerivAt_strip_power {f : ℝ → ℝ} {s r D : ℝ} (hr : 0 < r)
    (h : HasDerivAt (fun x => x ^ s * f x) D r) :
    HasDerivAt f (r ^ (-s) * D - s / r * f r) r := by
  have h1 := (Real.hasDerivAt_rpow_const (p := -s) (Or.inl hr.ne')).fun_mul h
  have heq : f =ᶠ[𝓝 r] fun x => x ^ (-s) * (x ^ s * f x) := by
    filter_upwards [lt_mem_nhds hr] with x hx
    rw [← mul_assoc, ← Real.rpow_add hx]
    simp
  refine (h1.congr_of_eventuallyEq heq).congr_deriv ?_
  have e : r ^ (-s - 1) * r ^ s = 1 / r := by
    rw [← Real.rpow_add hr, show -s - 1 + s = -1 by ring, Real.rpow_neg_one, one_div]
  linear_combination (-s * f r) * e
```

## The balance of the 1/r terms

Both radial equations have the same shape. With constants a, b and c,

(r^s f)' = (a/r) r^s f + (b + c/r) r^s g.

Taking out r^s leaves

f' = ((a − s)/r) f + (b + c/r) g,

and multiplying by r gives

r f' = (a − s) f + (b r + c) g.

If f → f0 and g → g0, the right-hand side tends to (a − s) f0 + c g0. So r f' does have a limit, and by the earlier lemma that limit is zero:

(s − a) f0 = c g0.

The constant b, which will carry the mass and the energy, disappears because it is multiplied by r. In the proof, `hder` is the equation for f', `hlim` and `hlim'` are the limit before and after it is identified with that of r f', and `h0` sets it to zero.

```lean
/-- In a first-order radial equation with `1/r` coefficients `a` and `c`, the amplitudes at the
nucleus of `r^s f` and `r^s g` satisfy `(s - a) f0 = c g0`. -/
theorem leading_balance {f g : ℝ → ℝ} {s a b c d f0 g0 : ℝ} (hd : 0 < d)
    (h : ∀ r ∈ Ioo 0 d, HasDerivAt (fun x => x ^ s * f x)
      (a / r * (r ^ s * f r) + (b + c / r) * (r ^ s * g r)) r)
    (hf : Tendsto f (𝓝[>] 0) (𝓝 f0)) (hg : Tendsto g (𝓝[>] 0) (𝓝 g0)) :
    (s - a) * f0 = c * g0 := by
  have hder : ∀ r ∈ Ioo 0 d,
      HasDerivAt f ((a - s) / r * f r + (b + c / r) * g r) r := by
    intro r hr
    refine (hasDerivAt_strip_power hr.1 (h r hr)).congr_deriv ?_
    have e : r ^ (-s) * r ^ s = 1 := by
      rw [← Real.rpow_add hr.1]
      simp
    linear_combination (a / r * f r + (b + c / r) * g r) * e
  have hid : Tendsto (fun r : ℝ => r) (𝓝[>] 0) (𝓝 0) :=
    tendsto_id.mono_left nhdsWithin_le_nhds
  have hlim : Tendsto (fun r => (a - s) * f r + (b * r + c) * g r) (𝓝[>] 0)
      (𝓝 ((a - s) * f0 + (b * 0 + c) * g0)) :=
    (hf.const_mul _).add (((hid.const_mul b).add_const c).mul hg)
  have hlim' : Tendsto (fun r => r * ((a - s) / r * f r + (b + c / r) * g r)) (𝓝[>] 0)
      (𝓝 ((a - s) * f0 + (b * 0 + c) * g0)) := by
    refine hlim.congr' ?_
    filter_upwards [self_mem_nhdsWithin] with r hr
    have h1 : r * r⁻¹ = 1 := mul_inv_cancel₀ (mem_Ioi.mp hr).ne'
    linear_combination (-((a - s) * f r + c * g r)) * h1
  have h0 := limit_mul_deriv_eq_zero hd hder hf hlim'
  linarith
```

## Two linear relations for the amplitudes

For the large component, f = p and g = q, with a = −κ, b = E + m and c = z. For the small component the roles are exchanged: f = q and g = p, with a = κ, b = −(E − m) and c = −z. The two balances are

(s + κ) p0 = z q0,

(s − κ) q0 = −z p0.

The second half of the proof applies `leading_balance` and then supplies its hypothesis by rewriting the right-hand side of the equation for Q as a sum of the expected shape.

```lean
variable {m E z κ s d p0 q0 : ℝ} {p q : ℝ → ℝ}

/-- The two linear relations between the amplitudes of the large and the small component
at the nucleus. -/
theorem amplitude_relations (h : PowerLawSolution m E z κ s d p q p0 q0) :
    (s + κ) * p0 = z * q0 ∧ (s - κ) * q0 = -z * p0 := by
  constructor
  · have := leading_balance (a := -κ) (b := E + m) (c := z) h.pos
      (fun r hr => (h.eqs r hr).1) h.large h.small
    linarith
  · refine leading_balance (a := κ) (b := -(E - m)) (c := -z) h.pos
      (fun r hr => ?_) h.small h.large
    have e : κ / r * (r ^ s * q r) - (E - m + z / r) * (r ^ s * p r)
        = κ / r * (r ^ s * q r) + (-(E - m) + -z / r) * (r ^ s * p r) := by ring
    exact (h.eqs r hr).2.congr_deriv e
```

## The exponent from the determinant

The two relations form a homogeneous linear system for (p0, q0), and a nonzero solution requires its determinant to vanish. To see this directly, multiply the first relation by s − κ and insert the second:

(s² − κ²) p0 = z (s − κ) q0 = −z² p0.

If p0 ≠ 0, dividing by it gives s² = κ² − z². If q0 ≠ 0, multiply the second relation by s + κ and insert the first:

(s² − κ²) q0 = −z (s + κ) p0 = −z² q0,

with the same conclusion. The proof splits into these two cases, and each `linear_combination` names the multipliers just used.

The result fixes s up to its sign; choosing the positive root is a separate physical condition. The amplitude relation also bears on kinetic balance for this one-electron, point-nucleus problem. Kinetic balance replaces E + m + z/r by 2m in the first radial equation and so makes Q proportional to P' + κP/r. Applied to a leading r^s with z ≠ 0, that prescription gives r^(s−1), whereas the small component here starts with r^s.

```lean
/-- The exponent of a Dirac-Coulomb spinor at a point nucleus obeys `s² = κ² - z²`, and its
amplitudes there obey `(s + κ) p0 = z q0`. -/
theorem exponent_and_ratio (h : PowerLawSolution m E z κ s d p q p0 q0) :
    s ^ 2 = κ ^ 2 - z ^ 2 ∧ (s + κ) * p0 = z * q0 := by
  obtain ⟨e1, e2⟩ := amplitude_relations h
  refine ⟨?_, e1⟩
  -- a nonzero amplitude vector forces the determinant of the linear system to vanish
  rcases h.nonzero with hp | hq
  · apply mul_right_cancel₀ hp
    linear_combination (s - κ) * e1 + z * e2
  · apply mul_right_cancel₀ hq
    linear_combination (s + κ) * e2 - z * e1
```

## Neither component drops out

Let z ≠ 0. If p0 = 0, the first relation becomes z q0 = 0, so q0 = 0 too, against the assumption that one amplitude is nonzero. If q0 = 0, the second relation gives p0 = 0 in the same way. Both components therefore start with the same power of r, and their ratio is q0/p0 = (s + κ)/z.

```lean
/-- For nonzero nuclear charge both components have a nonzero amplitude at the nucleus. -/
theorem both_amplitudes_ne_zero (h : PowerLawSolution m E z κ s d p q p0 q0) (hz : z ≠ 0) :
    p0 ≠ 0 ∧ q0 ≠ 0 := by
  obtain ⟨e1, e2⟩ := amplitude_relations h
  constructor
  · intro hp
    have hq : q0 = 0 := by simpa [hp, hz] using e1
    exact h.nonzero.elim (fun k => k hp) (fun k => k hq)
  · intro hq
    have hp : p0 = 0 := by simpa [hq, hz] using e2
    exact h.nonzero.elim (fun k => k hp) (fun k => k hq)
```

## The largest charge with a real exponent

Since s is real, s² ≥ 0, and so

z² = κ² − s² ≤ κ².

This is |z| ≤ |κ|. The theorem limits solutions of the assumed power-law form. It does not say that the differential equations have no solutions at larger charge.

```lean
/-- A solution with a real exponent at the nucleus exists only for `|z| ≤ |κ|`. -/
theorem charge_bound (h : PowerLawSolution m E z κ s d p q p0 q0) : |z| ≤ |κ| := by
  apply sq_le_sq.mp
  nlinarith [(exponent_and_ratio h).1, sq_nonneg s]
```

## The exponent for p1/2

For κ = 1 and z ≠ 0,

s² = 1 − z² < 1,

so s < 1, whichever sign s has. Because p0 is nonzero, the radial factor P/r behaves as p0 r^(s−1) and is unbounded at the point nucleus, although the nonrelativistic p function vanishes there.

```lean
/-- For `κ = 1` and nonzero nuclear charge the exponent is below one. -/
theorem exponent_lt_one (h : PowerLawSolution m E z 1 s d p q p0 q0) (hz : z ≠ 0) :
    s < 1 := by
  have hz2 : 0 < z ^ 2 := by positivity
  nlinarith [(exponent_and_ratio h).1]
```

## The exponent for p3/2

For κ = −2 and |z| < 1,

s² = 4 − z² > 3.

With s > 0 this means s > √3. The positivity of s is needed, since the negative root satisfies the same quadratic equation. The proof turns √3 < s into 3 < s² and uses −1 < z < 1 to bound z².

```lean
/-- For `κ = -2` and `|z| < 1` a positive exponent exceeds `√3`. -/
theorem sqrt_three_lt_exponent (h : PowerLawSolution m E z (-2) s d p q p0 q0)
    (hs : 0 < s) (hz : |z| < 1) : √3 < s := by
  obtain ⟨h1, h2⟩ := abs_lt.mp hz
  rw [Real.sqrt_lt' hs]
  nlinarith [(exponent_and_ratio h).1]
```

## An explicit solution for every allowed exponent at nonzero charge

The assumptions are met by a closed formula. Take κ ≠ 0, z ≠ 0 and any real s with s² = κ² − z². Set λ = m z/κ and E = −m s/κ, and let

p = (s − κ) exp(λr), q = −z exp(λr).

Each component then satisfies P' = (s/r + λ) P and Q' = (s/r + λ) Q. After division by the common factor r^s exp(λr), the first radial equation reads

(s/r + λ)(s − κ) = −(κ/r)(s − κ) − z (E + m + z/r).

Its 1/r terms require s² − κ² = −z², which is the assumption on s. Its constant terms require λ(s − κ) = −z(E + m), and both sides equal m z (s − κ)/κ.

The second equation reads

−z (s/r + λ) = −z κ/r − (E − m + z/r)(s − κ).

Here the 1/r terms agree identically. The constant terms require −zλ = −(E − m)(s − κ). The left side is −m z²/κ, the right side is m (s² − κ²)/κ, and the assumption on s makes them equal.

As r → 0 the exponential tends to 1, so the amplitudes are s − κ and −z, the second of which is nonzero. In the proof, `hX` is this limit, `hpow` and `hexp` differentiate the power and the exponential, and the two `linear_combination` steps compare the coefficients as above.

For m, z and s positive and κ negative, the exponential decays and E = m s/|κ|. With κ = −1 this is the 1s state. For positive κ the exponential grows, so the formula is not a bound state, but it still solves the equations on (0, d), which is all that `PowerLawSolution` asks.

```lean
/-- For `κ ≠ 0`, `z ≠ 0` and `s² = κ² - z²`, the functions `p = (s - κ) exp(m z r / κ)` and
`q = -z exp(m z r / κ)` give a power-law solution with energy `-m s / κ`. -/
theorem powerLawSolution_witness (m : ℝ) (hd : 0 < d) (hκ : κ ≠ 0) (hz : z ≠ 0)
    (hs : s ^ 2 = κ ^ 2 - z ^ 2) :
    PowerLawSolution m (-(m * s / κ)) z κ s d
      (fun r => (s - κ) * Real.exp (m * z / κ * r))
      (fun r => -z * Real.exp (m * z / κ * r)) (s - κ) (-z) := by
  have hk : κ * κ⁻¹ = 1 := mul_inv_cancel₀ hκ
  have hX : Tendsto (fun r : ℝ => Real.exp (m * z / κ * r)) (𝓝[>] 0) (𝓝 1) := by
    have hc : Continuous (fun r : ℝ => Real.exp (m * z / κ * r)) := by fun_prop
    have h0 := (hc.tendsto 0).mono_left (nhdsWithin_le_nhds (s := Ioi 0))
    simpa using h0
  refine ⟨hd, ?_, ?_, ?_, Or.inr (neg_ne_zero.mpr hz)⟩
  · intro r hr
    have hpow := Real.hasDerivAt_rpow_const (p := s) (Or.inl hr.1.ne')
    rw [Real.rpow_sub_one hr.1.ne' s] at hpow
    have hexp : HasDerivAt (fun x : ℝ => Real.exp (m * z / κ * x))
        (Real.exp (m * z / κ * r) * (m * z / κ)) r :=
      ((hasDerivAt_id' r).const_mul (m * z / κ)).exp.congr_deriv (by ring)
    constructor
    · refine (hpow.fun_mul (hexp.const_mul (s - κ))).congr_deriv ?_
      linear_combination (r ^ s * Real.exp (m * z / κ * r) / r) * hs
        - (r ^ s * Real.exp (m * z / κ * r) * z * m) * hk
    · refine (hpow.fun_mul (hexp.const_mul (-z))).congr_deriv ?_
      linear_combination (-(r ^ s * Real.exp (m * z / κ * r) * m * κ⁻¹)) * hs
        + (r ^ s * Real.exp (m * z / κ * r) * m * (s - κ)) * hk
  · have := hX.const_mul (s - κ)
    rwa [mul_one] at this
  · have := hX.const_mul (-z)
    rwa [mul_one] at this

end DiracCoulombOrigin
```

```lean
#print axioms DiracCoulombOrigin.exponent_and_ratio
#print axioms DiracCoulombOrigin.charge_bound
#print axioms DiracCoulombOrigin.exponent_lt_one
#print axioms DiracCoulombOrigin.sqrt_three_lt_exponent
```

```
'DiracCoulombOrigin.exponent_and_ratio' depends on axioms: [propext, Classical.choice, Quot.sound]
'DiracCoulombOrigin.charge_bound' depends on axioms: [propext, Classical.choice, Quot.sound]
'DiracCoulombOrigin.exponent_lt_one' depends on axioms: [propext, Classical.choice, Quot.sound]
'DiracCoulombOrigin.sqrt_three_lt_exponent' depends on axioms: [propext, Classical.choice, Quot.sound]
```
